# Linear induced dipoles have a unique energy minimum in every field exactly when the largest coupling eigenvalue is below 1/α

When polarizable point dipoles are coupled too strongly, the linear equations for the induced moments can still have a solution, but that solution may be a saddle point of the energy. Two atoms placed too close together can then appear to polarize against a field applied along their axis. For linear dipoles with one common polarizability \(\alpha>0\) and a symmetric coupling matrix \(T\) with largest eigenvalue \(t\), the condition \(\alpha t<1\) separates the two regimes. Where it holds, stopping at first order in the coupling never overestimates the total induced moment along a uniform field.

In simulations with such classical, linear dipoles, the criterion tells whether the self-consistent moments are a true minimum for every applied field.

## Energy and coupling

The finite index set `n` labels sites and Cartesian components together, so \(N\) atoms in space have \(3N\) indices. Dipoles \(p\) and fields \(E\) are real vectors over this set.

```lean
import Mathlib

open Matrix

namespace PolarizableDipoles

noncomputable section

variable {n : Type*} [Fintype n] [DecidableEq n] {α t : ℝ} {T : Matrix n n ℝ}
```

The energy consists of the cost of polarizing each site, the mutual interaction and the coupling to the applied field:
\[
U_E(p)=\frac{p\cdot p}{2\alpha}-\frac{p\cdot Tp}{2}-E\cdot p .
\]
With this sign convention, a positive \(p\cdot Tp\) lowers the energy. In Lean, `⬝ᵥ` is the dot product and `*ᵥ` applies a matrix to a vector.

```lean
/-- The energy of induced dipoles `p` with polarizability `α ≠ 0` and dipole coupling `T`
in the applied field `E`. -/
def energy (α : ℝ) (T : Matrix n n ℝ) (E p : n → ℝ) : ℝ :=
  (p ⬝ᵥ p) / (2 * α) - (p ⬝ᵥ T *ᵥ p) / 2 - E ⬝ᵥ p
```

A minimiser is global: its energy is compared with that of every other set of dipoles \(q\).

```lean
/-- The dipoles `p` minimise the energy in the field `E`, for `α ≠ 0`. -/
def IsMinimiser (α : ℝ) (T : Matrix n n ℝ) (E p : n → ℝ) : Prop :=
  ∀ q, energy α T E p ≤ energy α T E q
```

The number \(t\) belongs to some nonzero eigenvector, and no real eigenvalue exceeds it. This requires at least one index. Apart from symmetry, nothing more is assumed about \(T\), so it may include damping at short range.

```lean
/-- The number `t` is an eigenvalue of `T`, and no real eigenvalue of `T` is larger. -/
def IsLargestEigenvalue (T : Matrix n n ℝ) (t : ℝ) : Prop :=
  (∃ v, v ≠ 0 ∧ T *ᵥ v = t • v) ∧ ∀ μ v, v ≠ 0 → T *ᵥ v = μ • v → μ ≤ t
```

For symmetric \(T\), setting the gradient of \(U_E\) to zero gives \(p/\alpha-Tp=E\), or equivalently \(p=\alpha(E+Tp)\): each dipole responds to the applied field plus the field of the others. The matrix on the left is the stiffness \(K=1/\alpha-T\).

```lean
/-- The stiffness matrix `1/α - T` of the coupled dipoles, for `α ≠ 0`. -/
def stiffness (α : ℝ) (T : Matrix n n ℝ) : Matrix n n ℝ := α⁻¹ • 1 - T
```

The response is \(G=K^{-1}\). Lean assigns a value to the inverse even of a singular matrix, so invertibility is proved separately below.

```lean
/-- The response matrix `(1/α - T)⁻¹`, for `α ≠ 0` and an invertible stiffness matrix. -/
def response (α : ℝ) (T : Matrix n n ℝ) : Matrix n n ℝ := (stiffness α T)⁻¹
```

Acting on a vector, the stiffness gives \(Kp=p/\alpha-Tp\).

```lean
/-- The stiffness matrix acts on dipoles `p` as `p/α - Tp`. -/
theorem stiffness_mulVec (α : ℝ) (T : Matrix n n ℝ) (p : n → ℝ) :
    stiffness α T *ᵥ p = α⁻¹ • p - T *ᵥ p := by
  rw [stiffness, Matrix.sub_mulVec, Matrix.smul_mulVec, Matrix.one_mulVec]
```

## Why a weak coupling is stable

Let \(u_i\) be orthonormal eigenvectors of \(t-T\), with eigenvalues \(\lambda_i\). Then \(Tu_i=(t-\lambda_i)u_i\), and since \(t\) is the largest eigenvalue of \(T\), \(\lambda_i\ge0\). Expanding \(p=\sum_i c_iu_i\) gives
\[
t\,p\cdot p-p\cdot Tp=\sum_i\lambda_i c_i^2\ge0 .
\]
The proof shows that each eigenvalue is nonnegative; Mathlib's criterion for positive semidefinite matrices then replaces the expansion.

```lean
/-- For a symmetric coupling with largest eigenvalue `t`, the coupling form `p·Tp` is at most
`t` times the squared length of `p`. -/
theorem coupling_le (hT : T.IsSymm) (ht : IsLargestEigenvalue T t) (p : n → ℝ) :
    p ⬝ᵥ T *ᵥ p ≤ t * (p ⬝ᵥ p) := by
  have hA : (t • (1 : Matrix n n ℝ) - T).IsHermitian := by
    rw [Matrix.IsHermitian, Matrix.conjTranspose_eq_transpose_of_trivial,
      Matrix.transpose_sub, Matrix.transpose_smul, Matrix.transpose_one, hT.eq]
  -- every eigenvalue of `t - T` is nonnegative
  have hpos : (t • (1 : Matrix n n ℝ) - T).PosSemidef := by
    refine hA.posSemidef_iff_eigenvalues_nonneg.2 (fun i => ?_)
    change 0 ≤ hA.eigenvalues i
    have hv : (t • (1 : Matrix n n ℝ) - T) *ᵥ (hA.eigenvectorBasis i).ofLp
        = hA.eigenvalues i • (hA.eigenvectorBasis i).ofLp := hA.mulVec_eigenvectorBasis i
    have hne : (hA.eigenvectorBasis i).ofLp ≠ 0 := by
      intro h
      exact hA.eigenvectorBasis.orthonormal.ne_zero i (by ext j; exact congrFun h j)
    rw [Matrix.sub_mulVec, Matrix.smul_mulVec, Matrix.one_mulVec] at hv
    have hle := ht.2 (t - hA.eigenvalues i) _ hne (by rw [sub_smul, ← hv, sub_sub_cancel])
    linarith
  have h := hpos.dotProduct_mulVec_nonneg p
  rw [star_trivial, Matrix.sub_mulVec, Matrix.smul_mulVec, Matrix.one_mulVec,
    dotProduct_sub, dotProduct_smul, smul_eq_mul] at h
  linarith
```

If \(\alpha t<1\), then \(t<1/\alpha\), and for \(p\ne0\)
\[
p\cdot Kp=\frac{p\cdot p}{\alpha}-p\cdot Tp\ge\Bigl(\frac1\alpha-t\Bigr)p\cdot p>0 .
\]

```lean
/-- For symmetric `T` with largest eigenvalue `t`, `α > 0` and `αt < 1`, the stiffness form is
positive on nonzero dipoles. -/
theorem stiffness_pos (hT : T.IsSymm) (ht : IsLargestEigenvalue T t) (hα : 0 < α)
    (hs : α * t < 1) {p : n → ℝ} (hp : p ≠ 0) : 0 < p ⬝ᵥ stiffness α T *ᵥ p := by
  have hpp : 0 < p ⬝ᵥ p :=
    lt_of_le_of_ne (Finset.sum_nonneg fun i _ => mul_self_nonneg (p i))
      (fun h => hp (dotProduct_self_eq_zero.1 h.symm))
  have hlt : t < α⁻¹ := by
    rw [← one_div, lt_div_iff₀ hα]
    linarith
  rw [stiffness_mulVec, dotProduct_sub, dotProduct_smul, smul_eq_mul]
  nlinarith [coupling_le hT ht p, mul_pos (sub_pos.2 hlt) hpp]
```

A singular \(K\) would have a nonzero \(v\) with \(Kv=0\), hence \(v\cdot Kv=0\), contradicting this positivity. The determinant is therefore nonzero and \(KG=1\).

```lean
/-- For symmetric `T` with largest eigenvalue `t`, `α > 0` and `αt < 1`, the response matrix
is a genuine inverse of the stiffness matrix. -/
theorem stiffness_mul_response (hT : T.IsSymm) (ht : IsLargestEigenvalue T t) (hα : 0 < α)
    (hs : α * t < 1) : stiffness α T * response α T = 1 := by
  have hdet : (stiffness α T).det ≠ 0 := by
    intro h
    obtain ⟨v, hv, hKv⟩ := Matrix.exists_mulVec_eq_zero_iff.2 h
    have hpos := stiffness_pos hT ht hα hs hv
    rw [hKv, dotProduct_zero] at hpos
    exact lt_irrefl _ hpos
  exact Matrix.mul_nonsing_inv _ (isUnit_iff_ne_zero.2 hdet)
```

Now let \(Kp_0=E\) and \(d=p-p_0\). Since \(U_E(p)=\tfrac12p\cdot Kp-E\cdot p\) and \(K\) is symmetric,
\[
U_E(p_0+d)=U_E(p_0)+d\cdot(Kp_0-E)+\tfrac12d\cdot Kd
=U_E(p_0)+\tfrac12d\cdot Kd .
\]
In Lean, `hsym` supplies the symmetry of the cross term and `ring` collects the rest.

```lean
/-- For symmetric `T`, the energy above that of dipoles `p₀` in balance with the field `E` is
half the stiffness form of the displacement. -/
theorem energy_eq_add (hT : T.IsSymm) {E p₀ : n → ℝ} (h₀ : stiffness α T *ᵥ p₀ = E)
    (p : n → ℝ) : energy α T E p =
      energy α T E p₀ + ((p - p₀) ⬝ᵥ stiffness α T *ᵥ (p - p₀)) / 2 := by
  have hsym : p₀ ⬝ᵥ T *ᵥ p = p ⬝ᵥ T *ᵥ p₀ := by
    rw [Matrix.dotProduct_mulVec, ← Matrix.mulVec_transpose, hT.eq]
    exact dotProduct_comm _ _
  rw [← h₀]
  simp only [energy, stiffness_mulVec, Matrix.mulVec_sub, dotProduct_sub, sub_dotProduct,
    dotProduct_smul, smul_dotProduct, smul_eq_mul]
  rw [dotProduct_comm (T *ᵥ p₀) p, dotProduct_comm (T *ᵥ p₀) p₀, hsym, dotProduct_comm p₀ p]
  ring
```

Take \(p_0=GE\), which satisfies \(Kp_0=E\). Every other \(p\) has a strictly higher energy, because \(d\cdot Kd>0\). Thus \(GE\) is a minimiser, and the only one. The two directions of the equivalence use this same inequality.

```lean
/-- For symmetric `T` with largest eigenvalue `t`, `α > 0` and `αt < 1`, the dipoles minimise
the energy exactly when they equal the response matrix applied to the field. -/
theorem isMinimiser_iff (hT : T.IsSymm) (ht : IsLargestEigenvalue T t) (hα : 0 < α)
    (hs : α * t < 1) (E p : n → ℝ) : IsMinimiser α T E p ↔ p = response α T *ᵥ E := by
  have h₀ : stiffness α T *ᵥ (response α T *ᵥ E) = E := by
    rw [Matrix.mulVec_mulVec, stiffness_mul_response hT ht hα hs, Matrix.one_mulVec]
  constructor
  · intro hp
    by_contra hne
    have hpos := stiffness_pos hT ht hα hs (sub_ne_zero.2 hne)
    linarith [hp (response α T *ᵥ E), energy_eq_add hT h₀ p]
  · rintro rfl q
    rcases eq_or_ne q (response α T *ᵥ E) with h | h
    · rw [h]
    · have hpos := stiffness_pos hT ht hα hs (sub_ne_zero.2 h)
      linarith [energy_eq_add hT h₀ q]
```

## Why a strong coupling fails

Suppose \(\alpha t\ge1\), but a unique minimiser exists in every field. At zero field, call it \(p\). Doubling the dipoles multiplies the energy by four, so minimality gives \(U_0(p)\le U_0(2p)=4U_0(p)\), hence \(U_0(p)\ge0\). Every energy at zero field is then nonnegative. For an eigenvector \(v\ne0\) with \(Tv=tv\), however,
\[
U_0(v)=\tfrac12\Bigl(\frac1\alpha-t\Bigr)v\cdot v\le0=U_0(0).
\]
Both \(v\) and \(0\) are therefore minimisers, which contradicts uniqueness. In the theorem, `∃!` expresses existence together with uniqueness; the converse direction is the previous result.

```lean
/-- For symmetric `T` with largest eigenvalue `t` and `α > 0`, the energy has a unique
minimiser in every field if and only if `αt < 1`. -/
theorem unique_minimiser_iff (hT : T.IsSymm) (ht : IsLargestEigenvalue T t) (hα : 0 < α) :
    (∀ E, ∃! p, IsMinimiser α T E p) ↔ α * t < 1 := by
  constructor
  · intro h
    by_contra hs
    obtain ⟨v, hv, hTv⟩ := ht.1
    obtain ⟨p, hp, huniq⟩ := h 0
    -- scaling the dipoles by two multiplies the zero-field energy by four
    have hscale : energy α T 0 ((2 : ℝ) • p) = 4 * energy α T 0 p := by
      simp only [energy, Matrix.mulVec_smul, dotProduct_smul, smul_dotProduct, smul_eq_mul,
        zero_dotProduct]
      ring
    have hnonneg : ∀ q, 0 ≤ energy α T 0 q := fun q => by
      linarith [hp ((2 : ℝ) • p), hp q]
    have hzero : energy α T 0 0 = 0 := by simp [energy]
    -- the soft eigenvector costs no energy
    have hsoft : energy α T 0 v ≤ 0 := by
      have he : energy α T 0 v = (α⁻¹ - t) * (v ⬝ᵥ v) / 2 := by
        simp only [energy, hTv, dotProduct_smul, smul_eq_mul, zero_dotProduct]
        ring
      have hle : α⁻¹ ≤ t := by
        rw [← one_div, div_le_iff₀ hα]
        linarith [not_lt.1 hs]
      have hvv : 0 ≤ v ⬝ᵥ v := Finset.sum_nonneg fun i _ => mul_self_nonneg (v i)
      rw [he]
      nlinarith [mul_nonneg (sub_nonneg.2 hle) hvv]
    have h1 : v = p := huniq v (fun q => hsoft.trans (hnonneg q))
    have h2 : 0 = p := huniq 0 (fun q => hzero.le.trans (hnonneg q))
    exact hv (h1.trans h2.symm)
  · intro hs E
    exact ⟨response α T *ᵥ E, (isMinimiser_iff hT ht hα hs E _).2 rfl,
      fun q hq => (isMinimiser_iff hT ht hα hs E q).1 hq⟩
```

## What first order leaves out

Assume \(\alpha t<1\) again and put \(w=GTE\), so that \(Kw=TE\). Then
\[
K(\alpha E+\alpha w)=E-\alpha TE+\alpha TE=E,
\qquad\text{so}\qquad GE=\alpha E+\alpha w .
\]
Taking the dot product of \(w/\alpha-Tw=TE\) with \(E\), and using symmetry, gives \(E\cdot w=\alpha E\cdot TE+\alpha(TE)\cdot w\). Hence
\[
E\cdot GE=\alpha E\cdot E+\alpha^2E\cdot TE+\alpha^2(TE)\cdot G(TE).
\]
This is an identity, with no series truncated. The steps `hstep`, `hu` and `h1` are these three relations: `hstep` gives `hu`, which is substituted into the goal, and `linear_combination` finishes with `h1`.

```lean
/-- For symmetric `T` with largest eigenvalue `t`, `α > 0` and `αt < 1`, the part of `E·GE` beyond
first order in `T` is `α²` times `(TE)·G(TE)`, where `G` is the response matrix. -/
theorem response_expansion (hT : T.IsSymm) (ht : IsLargestEigenvalue T t) (hα : 0 < α)
    (hs : α * t < 1) (E : n → ℝ) : E ⬝ᵥ response α T *ᵥ E =
      α * (E ⬝ᵥ E) + α ^ 2 * (E ⬝ᵥ T *ᵥ E)
        + α ^ 2 * ((T *ᵥ E) ⬝ᵥ response α T *ᵥ (T *ᵥ E)) := by
  have hKG := stiffness_mul_response hT ht hα hs
  have hα1 : α * α⁻¹ = 1 := mul_inv_cancel₀ hα.ne'
  obtain ⟨w, hw⟩ : ∃ w, w = response α T *ᵥ (T *ᵥ E) := ⟨_, rfl⟩
  have hKw : stiffness α T *ᵥ w = T *ᵥ E := by
    rw [hw, Matrix.mulVec_mulVec, hKG, Matrix.one_mulVec]
  -- one step of the self-consistent field equation
  have hstep : stiffness α T *ᵥ (α • E + α • w) = E := by
    rw [Matrix.mulVec_add, Matrix.mulVec_smul, Matrix.mulVec_smul, hKw, stiffness_mulVec,
      smul_sub, smul_smul, hα1, one_smul, sub_add_cancel]
  have hu : response α T *ᵥ E = α • E + α • w := by
    calc response α T *ᵥ E
        = response α T *ᵥ (stiffness α T *ᵥ (α • E + α • w)) := by rw [hstep]
      _ = α • E + α • w := by
        rw [Matrix.mulVec_mulVec, mul_eq_one_comm.1 hKG, Matrix.one_mulVec]
  have hsym : E ⬝ᵥ T *ᵥ w = (T *ᵥ E) ⬝ᵥ w := by
    rw [Matrix.dotProduct_mulVec, ← Matrix.mulVec_transpose, hT.eq]
  have h1 : α⁻¹ * (E ⬝ᵥ w) - (T *ᵥ E) ⬝ᵥ w = E ⬝ᵥ T *ᵥ E := by
    rw [← hKw, stiffness_mulVec, dotProduct_sub, dotProduct_smul, smul_eq_mul, hsym, ← hKw,
      stiffness_mulVec]
  rw [← hw, hu, dotProduct_add, dotProduct_smul, dotProduct_smul, smul_eq_mul, smul_eq_mul]
  linear_combination α ^ 2 * h1 - α * (E ⬝ᵥ w) * hα1
```

If \(TE\ne0\), then \(w=GTE\) is nonzero and \((TE)\cdot G(TE)=w\cdot Kw>0\). If \(TE=0\), the remainder vanishes. Therefore
\[
E\cdot GE\ge\alpha E\cdot E+\alpha^2E\cdot TE,
\]
with equality exactly when \(TE=0\). For a uniform field of unit strength, copied to every site, \(E\cdot GE\) is the polarizability of the whole system along that field.

```lean
/-- For symmetric `T` with largest eigenvalue `t`, `α > 0` and `αt < 1`, the first-order value of
`E·GE`, with `G` the response matrix, never exceeds the full value, and the two are equal if and
only if `TE = 0`. -/
theorem first_order_le_response (hT : T.IsSymm) (ht : IsLargestEigenvalue T t) (hα : 0 < α)
    (hs : α * t < 1) (E : n → ℝ) :
    α * (E ⬝ᵥ E) + α ^ 2 * (E ⬝ᵥ T *ᵥ E) ≤ E ⬝ᵥ response α T *ᵥ E ∧
    (α * (E ⬝ᵥ E) + α ^ 2 * (E ⬝ᵥ T *ᵥ E) = E ⬝ᵥ response α T *ᵥ E ↔ T *ᵥ E = 0) := by
  have hexp := response_expansion hT ht hα hs E
  rcases eq_or_ne (T *ᵥ E) 0 with h | h
  · have heq : α * (E ⬝ᵥ E) + α ^ 2 * (E ⬝ᵥ T *ᵥ E) = E ⬝ᵥ response α T *ᵥ E := by
      rw [hexp, h, zero_dotProduct, mul_zero, add_zero]
    exact ⟨heq.le, fun _ => h, fun _ => heq⟩
  · -- the response form inherits positivity from the stiffness form
    have hK : stiffness α T *ᵥ (response α T *ᵥ (T *ᵥ E)) = T *ᵥ E := by
      rw [Matrix.mulVec_mulVec, stiffness_mul_response hT ht hα hs, Matrix.one_mulVec]
    have hne : response α T *ᵥ (T *ᵥ E) ≠ 0 := by
      intro h0
      rw [h0, Matrix.mulVec_zero] at hK
      exact h hK.symm
    have hpos := stiffness_pos hT ht hα hs hne
    rw [hK, dotProduct_comm] at hpos
    have hgain := mul_pos (pow_pos hα 2) hpos
    exact ⟨by linarith, fun heq => by linarith, fun h0 => absurd h0 h⟩
```

## Two atoms on a line

For two atoms at distance \(r\), keep only the dipole components along their axis. In Gaussian units each dipole produces the field \(2/r^3\) per unit moment at the other atom. With \(s=2/r^3\), the coupling matrix has zeros on its diagonal and \(s\) off it.

```lean
/-- The axial coupling of two point dipoles at distance `r ≠ 0`, in Gaussian units. -/
def axialPair (r : ℝ) : Matrix (Fin 2) (Fin 2) ℝ := !![0, 2 / r ^ 3; 2 / r ^ 3, 0]
```

The normalised vector \((1,1)/\sqrt2\) has eigenvalue \(s\); the code uses \((1,1)\). For any eigenvector \((v_0,v_1)\) with eigenvalue \(\mu\),
\[
\mu(v_0^2+v_1^2)=2s\,v_0v_1\le s(v_0^2+v_1^2),
\]
so \(\mu\le s\), and \(s\) is the largest eigenvalue. The condition \(\alpha s<1\) becomes \(2\alpha<r^3\), the threshold of the polarization catastrophe in this point-dipole model.

```lean
/-- Two atoms with `α > 0` at distance `r > 0`, polarized along their axis, have a unique
energy minimiser in every axial field if and only if `2α < r³`. -/
theorem axialPair_unique_minimiser_iff {r : ℝ} (hα : 0 < α) (hr : 0 < r) :
    (∀ E, ∃! p, IsMinimiser α (axialPair r) E p) ↔ 2 * α < r ^ 3 := by
  have hT : (axialPair r).IsSymm := by
    ext i j
    fin_cases i <;> fin_cases j <;> simp [axialPair]
  have ht : IsLargestEigenvalue (axialPair r) (2 / r ^ 3) := by
    have hs : 0 < 2 / r ^ 3 := by positivity
    unfold axialPair
    generalize 2 / r ^ 3 = s at hs ⊢
    refine ⟨⟨![1, 1], fun h => by simpa using congrFun h 0, ?_⟩, ?_⟩
    · ext i
      fin_cases i <;> simp [Matrix.mulVec, dotProduct, Fin.sum_univ_two]
    · intro μ v hv h
      have h0 : s * v 1 = μ * v 0 := by
        simpa [Matrix.mulVec, dotProduct, Fin.sum_univ_two] using congrFun h 0
      have h1 : s * v 0 = μ * v 1 := by
        simpa [Matrix.mulVec, dotProduct, Fin.sum_univ_two] using congrFun h 1
      have hvv : 0 < v ⬝ᵥ v :=
        lt_of_le_of_ne (Finset.sum_nonneg fun i _ => mul_self_nonneg (v i))
          (fun h => hv (dotProduct_self_eq_zero.1 h.symm))
      rw [dotProduct, Fin.sum_univ_two] at hvv
      have key : μ * (v 0 * v 0 + v 1 * v 1) = 2 * s * (v 0 * v 1) := by
        linear_combination -(v 0) * h0 - v 1 * h1
      by_contra hlt
      nlinarith [mul_pos (sub_pos.2 (not_le.1 hlt)) hvv,
        mul_nonneg hs.le (sq_nonneg (v 0 - v 1))]
  have hrw : α * (2 / r ^ 3) = 2 * α / r ^ 3 := by ring
  rw [unique_minimiser_iff hT ht hα, hrw, div_lt_one (by positivity)]

end

end PolarizableDipoles
```

The approach to the threshold can be worked out by hand. In a uniform axial field of unit strength, \(E=(1,1)\), the pair has
\[
E\cdot GE=\frac{2\alpha}{1-2\alpha/r^3},
\]
while first order gives \(2\alpha(1+2\alpha/r^3)\). Both tend to \(2\alpha\), the value for two independent atoms, as \(r\to\infty\). As \(r^3\) decreases to \(2\alpha\), the full response diverges, but the first-order value only reaches \(4\alpha\).

```lean
#print axioms PolarizableDipoles.unique_minimiser_iff
#print axioms PolarizableDipoles.first_order_le_response
#print axioms PolarizableDipoles.axialPair_unique_minimiser_iff
```

```
'PolarizableDipoles.unique_minimiser_iff' depends on axioms: [propext, Classical.choice, Quot.sound]
'PolarizableDipoles.first_order_le_response' depends on axioms: [propext, Classical.choice, Quot.sound]
'PolarizableDipoles.axialPair_unique_minimiser_iff' depends on axioms: [propext, Classical.choice, Quot.sound]
```
